# Canonical occupations of non-interacting fermions sum to N, obey a recursion in N and follow the order of the level weights

## Adding one fermion at a time

To occupy a finite set of non-interacting levels at finite temperature and fixed particle number, one can start from the empty system, with $Z_0=1$ and all $n_p(0)=0$, and add fermions one by one as long as a level is free:

$$Z_{N+1}=\frac{Z_N}{N+1}\sum_p x_p\,(1-n_p(N)),\qquad n_p(N+1)=\frac{x_pZ_N}{Z_{N+1}}\,(1-n_p(N)).$$

Here $x_p>0$ is the weight of level $p$, $Z_N$ the canonical partition function and $n_p(N)$ the mean occupation. With $x_p=e^{-\beta\varepsilon_p}$, where $\varepsilon_p$ is the level energy and $\beta=1/(k_BT)$ the inverse temperature, these are the thermal orbital occupations of non-interacting electrons whose number is fixed exactly. Fermi–Dirac occupations belong to the grand canonical ensemble, where the chemical potential controls only the mean number. In floating-point arithmetic the recursion loses accuracy for nearly full levels, because the rounding error of $1-n_p(N)$ is multiplied by $x_pZ_N/Z_{N+1}$, which is then large.

## Weights on sets of filled levels

Let $s$ be a set of $M$ levels, each holding at most one fermion, so that spin-up and spin-down orbitals count separately. A configuration is an $N$-element subset $S\subseteq s$ with weight $w(S)=\prod_{r\in S}x_r$. Then

$$Z_N=\sum_{|S|=N}w(S),\qquad n_p(N)=\frac1{Z_N}\sum_{|S|=N,\;p\in S}w(S).$$

In Lean these are `partitionFunction x s N` and `occupation x s N p`. The labels have type `ι`, `s` is a `Finset ι`, and `x : ι → ℝ` gives the weights. The hypothesis `hx` makes the weights positive on `s`, as Boltzmann factors $e^{-\beta\varepsilon_p}$ are at finite temperature; `hN : N < s.card` leaves room for another particle.

Under these hypotheses `canonical_occupations` states that the occupations sum to $N$, that

$$n_p(N+1)\,Z_{N+1}=x_pZ_N\,(1-n_p(N))$$

for every level $p$, and that $x_q\le x_p$ implies $n_q(N)\le n_p(N)$.

Applying this to real electrons with Boltzmann weights treats the energy of a configuration as the sum of fixed level energies. Interactions generally spoil the product form of $w(S)$.

## Splitting configurations by one level

For $N\le M$ there is at least one configuration, and every weight is positive, so $Z_N>0$. Exchanging sums gives the particle number, because each configuration is counted once per filled level:

$$\sum_p n_p(N)Z_N=\sum_{|S|=N}\sum_{p\in S}w(S)=NZ_N.$$

Write $Z_N^{(p)}$ for the partition function without level $p$. Separating configurations with $p$ empty from those with $p$ filled gives

$$n_p(N)Z_N=Z_N-Z_N^{(p)},\qquad Z_{N+1}=Z_{N+1}^{(p)}+x_pZ_N^{(p)}.$$

Hence, for $N<M$,

$$n_p(N+1)Z_{N+1}=Z_{N+1}-Z_{N+1}^{(p)}=x_pZ_N^{(p)}=x_pZ_N(1-n_p(N)).$$

Summing over $p$ turns the left side into $(N+1)Z_{N+1}$, which is the recursion for $Z$.

## Comparing two levels

For $p\ne q$, the first identity gives

$$(n_p(N+1)-n_q(N+1))Z_{N+1}=Z_{N+1}^{(q)}-Z_{N+1}^{(p)}.$$

Write $Z_N^{(pq)}$ for the partition function without both levels, and split the first term on the right by $p$ and the second by $q$:

$$Z_{N+1}^{(q)}=Z_{N+1}^{(pq)}+x_pZ_N^{(pq)},\qquad Z_{N+1}^{(p)}=Z_{N+1}^{(pq)}+x_qZ_N^{(pq)}.$$

The difference is $(x_p-x_q)Z_N^{(pq)}$. Since $Z_N^{(pq)}\ge0$ and $Z_{N+1}>0$, the ordering holds at $N+1$ particles. At zero particles all occupations vanish, and for $p=q$ there is nothing to compare.

For $0<N<M$ the factor $Z_{N-1}^{(pq)}$ is positive, so $n_q(N)<n_p(N)$ exactly when $x_q<x_p$. With Boltzmann weights and $\beta>0$, the lower level is the more occupied one.

## Full levels hide the weights

The strict equivalence fails without a hole. Take two levels with weights 2 and 1, and $N=2$. The only configuration fills both, so both occupations are 1 although the weights differ.

## The occupations in Lean

```lean
import Mathlib

open Finset

namespace CanonicalOccupations

noncomputable section

variable {ι : Type*}

/-- The canonical partition function of `N` fermions on the levels `s`: the sum over
`N`-element sets of filled levels of the product of their weights. -/
def partitionFunction (x : ι → ℝ) (s : Finset ι) (N : ℕ) : ℝ :=
  ∑ S ∈ s.powersetCard N, ∏ r ∈ S, x r

/-- With positive weights and no more particles than levels, the partition function is
positive. -/
theorem partitionFunction_pos {x : ι → ℝ} {s : Finset ι} {N : ℕ}
    (hx : ∀ r ∈ s, 0 < x r) (hN : N ≤ s.card) : 0 < partitionFunction x s N :=
  Finset.sum_pos
    (fun _ hS => Finset.prod_pos fun r hr => hx r ((Finset.mem_powersetCard.mp hS).1 hr))
    (Finset.powersetCard_nonempty.2 hN)

variable [DecidableEq ι]

/-- The canonical occupation of level `p`: the weight of the `N`-particle configurations in
which `p` is filled, divided by the partition function, where the latter is nonzero. -/
def occupation (x : ι → ℝ) (s : Finset ι) (N : ℕ) (p : ι) : ℝ :=
  (∑ S ∈ (s.powersetCard N).filter (fun S => p ∈ S), ∏ r ∈ S, x r) / partitionFunction x s N

variable {x : ι → ℝ} {s : Finset ι} {N : ℕ} {p q : ι}

/-- The partition function of `N + 1` particles splits into configurations with level `p`
empty and configurations with `p` filled. -/
theorem partitionFunction_erase (hp : p ∈ s) :
    partitionFunction x s (N + 1) =
      partitionFunction x (s.erase p) (N + 1) + x p * partitionFunction x (s.erase p) N := by
  have hnot : p ∉ s.erase p := Finset.notMem_erase p s
  have key : ∀ S ∈ (s.erase p).powersetCard N, p ∉ S := fun S hS h =>
    hnot ((Finset.mem_powersetCard.mp hS).1 h)
  have hdisj : Disjoint ((s.erase p).powersetCard (N + 1))
      (((s.erase p).powersetCard N).image (insert p)) := by
    rw [Finset.disjoint_left]
    intro S hS hS'
    obtain ⟨T, _, rfl⟩ := Finset.mem_image.mp hS'
    exact hnot ((Finset.mem_powersetCard.mp hS).1 (Finset.mem_insert_self p T))
  conv_lhs => rw [← Finset.insert_erase hp]
  unfold partitionFunction
  rw [Finset.powersetCard_succ_insert hnot, Finset.sum_union hdisj, Finset.sum_image,
    Finset.mul_sum]
  · congr 1
    apply Finset.sum_congr rfl
    intro S hS
    rw [Finset.prod_insert (key S hS)]
  · -- adding the particle in `p` is injective on configurations without it
    intro S hS T hT h
    have h' : insert p S = insert p T := h
    rw [← Finset.erase_insert (key S hS), h', Finset.erase_insert (key T hT)]

/-- For positive weights and at most as many particles as levels, the occupation of `p` times
the partition function is the partition function minus that of the system without `p`. -/
theorem occupation_mul (hx : ∀ r ∈ s, 0 < x r) (hN : N ≤ s.card) (p : ι) :
    occupation x s N p * partitionFunction x s N =
      partitionFunction x s N - partitionFunction x (s.erase p) N := by
  have h : (s.powersetCard N).filter (fun S => p ∉ S) = (s.erase p).powersetCard N := by
    ext S
    simp only [Finset.mem_filter, Finset.mem_powersetCard, Finset.subset_erase]
    tauto
  unfold occupation
  rw [div_mul_cancel₀ _ (partitionFunction_pos hx hN).ne', eq_sub_iff_add_eq]
  unfold partitionFunction
  rw [← h]
  exact Finset.sum_filter_add_sum_filter_not _ _ _

/-- For positive weights and at most as many particles as levels, the occupations sum to the
particle number. -/
theorem sum_occupation (hx : ∀ r ∈ s, 0 < x r) (hN : N ≤ s.card) :
    ∑ p ∈ s, occupation x s N p = N := by
  unfold occupation
  rw [← Finset.sum_div, div_eq_iff (partitionFunction_pos hx hN).ne']
  unfold partitionFunction
  simp_rw [Finset.sum_filter]
  rw [Finset.sum_comm, Finset.mul_sum]
  apply Finset.sum_congr rfl
  intro S hS
  -- each configuration is counted once for each of its `N` filled levels
  obtain ⟨hs, hc⟩ := Finset.mem_powersetCard.mp hS
  rw [← Finset.sum_filter, Finset.filter_mem_eq_inter, Finset.inter_eq_right.mpr hs,
    Finset.sum_const, hc, nsmul_eq_mul]

/-- For positive weights and fewer particles than levels, the occupation of a level with `N + 1`
particles follows from its weight, its occupation with `N` particles and the partition functions of
`N` and `N + 1` particles. -/
theorem occupation_succ (hx : ∀ r ∈ s, 0 < x r) (hN : N < s.card) (hp : p ∈ s) :
    occupation x s (N + 1) p * partitionFunction x s (N + 1) =
      x p * partitionFunction x s N * (1 - occupation x s N p) := by
  have h1 := occupation_mul hx (Nat.succ_le_of_lt hN) p
  have h2 := occupation_mul hx hN.le p
  have h3 := partitionFunction_erase (x := x) (N := N) hp
  linear_combination h1 + x p * h2 + h3

/-- For positive weights and fewer particles than levels, the partition function of `N + 1`
particles follows from the partition function and occupations of `N` particles. -/
theorem partitionFunction_succ (hx : ∀ r ∈ s, 0 < x r) (hN : N < s.card) :
    ((N : ℝ) + 1) * partitionFunction x s (N + 1) =
      partitionFunction x s N * ∑ p ∈ s, x p * (1 - occupation x s N p) := by
  have h := sum_occupation hx (Nat.succ_le_of_lt hN)
  push_cast at h
  rw [← h, Finset.sum_mul, Finset.mul_sum]
  apply Finset.sum_congr rfl
  intro p hp
  rw [occupation_succ hx hN hp]
  ring

/-- For positive weights and fewer than `s.card` particles `N`, the difference of two occupations at
`N + 1` particles is proportional to the difference of the two weights; the factor is the
`N`-particle partition function without both levels, over the `(N + 1)`-particle partition function
of all levels. -/
theorem occupation_sub (hx : ∀ r ∈ s, 0 < x r) (hN : N < s.card) (hp : p ∈ s) (hq : q ∈ s) :
    (occupation x s (N + 1) p - occupation x s (N + 1) q) * partitionFunction x s (N + 1) =
      (x p - x q) * partitionFunction x ((s.erase p).erase q) N := by
  rcases eq_or_ne p q with rfl | hpq
  · simp
  have h1 := occupation_mul hx (Nat.succ_le_of_lt hN) p
  have h2 := occupation_mul hx (Nat.succ_le_of_lt hN) q
  have h3 := partitionFunction_erase (x := x) (N := N) (Finset.mem_erase.2 ⟨hpq.symm, hq⟩)
  have h4 := partitionFunction_erase (x := x) (N := N) (Finset.mem_erase.2 ⟨hpq, hp⟩)
  rw [Finset.erase_right_comm] at h4
  linear_combination h1 - h2 - h3 + h4

/-- For positive weights and fewer particles than levels, the canonical occupations sum to the
particle number, obey the recursion in the particle number, and are ordered as the weights. -/
theorem canonical_occupations (hx : ∀ r ∈ s, 0 < x r) (hN : N < s.card) :
    (∑ p ∈ s, occupation x s N p = N) ∧
    (∀ p ∈ s, occupation x s (N + 1) p * partitionFunction x s (N + 1) =
      x p * partitionFunction x s N * (1 - occupation x s N p)) ∧
    (∀ p ∈ s, ∀ q ∈ s, x q ≤ x p → occupation x s N q ≤ occupation x s N p) := by
  refine ⟨sum_occupation hx hN.le, fun p hp => occupation_succ hx hN hp, ?_⟩
  intro p hp q hq hpq
  cases N with
  | zero => simp [occupation, Finset.sum_filter]
  | succ M =>
    have h := occupation_sub hx (by omega : M < s.card) hp hq
    have hZ := partitionFunction_pos hx hN.le
    have hT : 0 ≤ partitionFunction x ((s.erase p).erase q) M :=
      Finset.sum_nonneg fun S hS => Finset.prod_nonneg fun r hr =>
        (hx r (Finset.mem_of_mem_erase (Finset.mem_of_mem_erase
          ((Finset.mem_powersetCard.mp hS).1 hr)))).le
    by_contra hlt
    have hlt' := lt_of_not_ge hlt
    nlinarith [mul_pos (sub_pos.2 hlt') hZ, mul_nonneg (sub_nonneg.2 hpq) hT]

/-- For positive weights, at least one particle and at least one hole, one level is strictly
more occupied than another exactly when its weight is strictly larger. -/
theorem occupation_lt_iff (hx : ∀ r ∈ s, 0 < x r) (h0 : 0 < N) (hN : N < s.card)
    (hp : p ∈ s) (hq : q ∈ s) :
    occupation x s N q < occupation x s N p ↔ x q < x p := by
  rcases eq_or_ne p q with rfl | hpq
  · simp
  obtain ⟨M, rfl⟩ : ∃ M, N = M + 1 := ⟨N - 1, by omega⟩
  have h := occupation_sub hx (by omega : M < s.card) hp hq
  have hZ := partitionFunction_pos hx hN.le
  -- a hole is left, so the other levels can host the remaining particles
  have hT : 0 < partitionFunction x ((s.erase p).erase q) M := by
    apply partitionFunction_pos
    · exact fun r hr => hx r (Finset.mem_of_mem_erase (Finset.mem_of_mem_erase hr))
    · rw [Finset.card_erase_of_mem (Finset.mem_erase.2 ⟨hpq.symm, hq⟩),
        Finset.card_erase_of_mem hp]
      omega
  have e : 0 < (occupation x s (M + 1) p - occupation x s (M + 1) q) *
      partitionFunction x s (M + 1) ↔
      0 < (x p - x q) * partitionFunction x ((s.erase p).erase q) M := by rw [h]
  rw [mul_pos_iff_of_pos_right hZ, mul_pos_iff_of_pos_right hT, sub_pos, sub_pos] at e
  exact e

/-- With Boltzmann weights at positive inverse temperature `β`, at least one particle and at
least one hole, a level is strictly more occupied than another exactly when its energy is
strictly lower. -/
theorem boltzmann_occupation_lt_iff {β : ℝ} (hβ : 0 < β) (ε : ι → ℝ) (h0 : 0 < N)
    (hN : N < s.card) (hp : p ∈ s) (hq : q ∈ s) :
    occupation (fun r => Real.exp (-β * ε r)) s N q <
      occupation (fun r => Real.exp (-β * ε r)) s N p ↔ ε p < ε q := by
  refine (occupation_lt_iff (fun r _ => Real.exp_pos _) h0 hN hp hq).trans ?_
  show Real.exp (-β * ε q) < Real.exp (-β * ε p) ↔ ε p < ε q
  rw [Real.exp_lt_exp]
  constructor <;> intro h <;> nlinarith

end

end CanonicalOccupations
```

```lean
#print axioms CanonicalOccupations.partitionFunction_succ
#print axioms CanonicalOccupations.canonical_occupations
#print axioms CanonicalOccupations.boltzmann_occupation_lt_iff
```

```
'CanonicalOccupations.partitionFunction_succ' depends on axioms: [propext, Classical.choice, Quot.sound]
'CanonicalOccupations.canonical_occupations' depends on axioms: [propext, Classical.choice, Quot.sound]
'CanonicalOccupations.boltzmann_occupation_lt_iff' depends on axioms: [propext, Classical.choice, Quot.sound]
```

## From set splittings to linear combinations

`partitionFunction_erase` splits the $(N+1)$-element subsets into a disjoint union. Inserting `p` is injective on sets that lack it, so the second part sums to $x_pZ_N^{(p)}$. `occupation_mul` uses the complementary filter, and `sum_occupation` exchanges the sums with `Finset.sum_comm`.

In `occupation_succ` and `occupation_sub`, `linear_combination` adds these identities with the coefficients used above. `partitionFunction_succ` sums the first result over the levels.

The ordering in `canonical_occupations` treats $N=0$ separately. For $N=M'+1$, written `M + 1` in the code, it assumes the opposite inequality, and `nlinarith` finds the contradiction in the signs of the two products. `occupation_lt_iff` counts the remaining levels to make the two-level-removed factor positive, then cancels both positive factors. `boltzmann_occupation_lt_iff` adds the monotonicity of the exponential.
